# Finite Gaussian potentials and rigidly displaced Gaussian densities have no $-C_6/R^6$ interaction tail

When fitted atom-centred potentials are combined with a pairwise dispersion correction, it is useful to know which of them supplies the attraction at large separation. If the potential is local, both it and the density are finite Gaussian expansions, and the density is moved without changing shape, the potential supplies no $-C_6/R^6$ tail with $C_6\neq0$. Under these conditions, such a tail has to come from another term in the energy.

## A Gaussian bound on the interaction

Let the potential and the density be

$$V(x)=\sum_i c_i\|x-A_i\|^{n_i}e^{-a_i\|x-A_i\|^2},\qquad
\rho(x)=\sum_j d_j\|x-B_j\|^{m_j}e^{-b_j\|x-B_j\|^2},$$

with real coefficients $c_i,d_j$, exponents $a_i,b_j>0$, powers $n_i,m_j\in\{0,1,2,\dots\}$ and arbitrary centres $A_i,B_j\in\mathbb R^3$. Displacing the density by $R$ gives the interaction energy

$$W(R)=\int V(x)\,\rho(x-R)\,dx .$$

There are constants $M\ge0$ and $q>0$ with $|W(R)|\le M e^{-q\|R\|^2}$ for all $R$. Consequently $\|R\|^kW(R)\to0$ for every $k=0,1,2,\dots$, and $W$ is not asymptotic to $-C/\|R\|^k$ for any $C\ne0$. The London form is the case $k=6$.

## Dispersion corrections and distance cutoffs

When a pairwise energy $-C_6/R^6$ is added to $W(R)$, the asymptotic $C_6$ is unchanged in the frozen-density model, because the potential adds nothing to that coefficient. At shorter range the two terms can overlap, and damping or refitting still matters there.

The same decay justifies neglecting the interaction beyond a sufficiently large distance. The cutoff radius depends on the tolerance, coefficients, exponents and centres, and the most diffuse functions usually have the largest influence on it.

## From one Gaussian term to the interaction energy

**Powers.** Let $\lambda>0$ and let $n$ be a non-negative integer. One term of the exponential series gives $(\lambda y^2)^n/n!\le e^{\lambda y^2}$, so $(y^n)^2\le (n!/\lambda^n)e^{\lambda y^2}$. Since $t\le1+t^2$ and $1\le e^{\lambda y^2}$,

$$y^n\le K e^{\lambda y^2},\qquad K=1+\frac{n!}{\lambda^n}.$$

**One term.** Take $\lambda=a_i/2$ and $n=n_i$. Half of the exponent absorbs the power:

$$|c_i|\,\|x-A_i\|^{n_i}e^{-a_i\|x-A_i\|^2}\le |c_i|K e^{-a_i\|x-A_i\|^2/2}.$$

From $\|x\|^2\le2\|x-A_i\|^2+2\|A_i\|^2$, the right side is at most $|c_i|Ke^{a_i\|A_i\|^2/2}e^{-a_i\|x\|^2/4}$, a Gaussian envelope centred at the origin.

**Finite sums.** Add the prefactors and keep the smallest decay rate. This gives $|V(x)|\le M_Ve^{-\alpha\|x\|^2}$ and $|\rho(x)|\le M_\rho e^{-\beta\|x\|^2}$ with $\alpha,\beta>0$.

**The integral.** Set $q=\min(\alpha,\beta)/4$. Because $R=x-(x-R)$, we have $\|R\|^2\le2\|x\|^2+2\|x-R\|^2$, and so

$$q\|R\|^2+q\|x\|^2\le3q\|x\|^2+2q\|x-R\|^2\le\alpha\|x\|^2+\beta\|x-R\|^2 .$$

The integrand is therefore bounded by $M_VM_\rho e^{-q\|R\|^2}e^{-q\|x\|^2}$. Integration over $x$ gives

$$|W(R)|\le M_VM_\rho\left(\frac{\pi}{q}\right)^{3/2}e^{-q\|R\|^2}.$$

**The tail.** Call the prefactor $M$. The power bound with exponent $k+1$ and $\lambda=q$ gives $\|R\|^k|W(R)|\le MK/\|R\|\to0$. If $W$ were asymptotic to $-C/\|R\|^k$, then $\|R\|^kW(R)$ would tend to $-C$. Limits are unique, so $C=0$.

## An apparent $C_6$ that disappears

In atomic units, take $V(x)=-e^{-\|x\|^2}$ and the one-electron density $\rho(x)=\pi^{-3/2}e^{-\|x\|^2}$. Completing the square,

$$\|x\|^2+\|x-R\|^2=2\|x-R/2\|^2+\|R\|^2/2,$$

so $W(R)=-2^{-3/2}e^{-\|R\|^2/2}$. The apparent coefficient $-\|R\|^6W(R)$ is:

| $\|R\|$ | $-\|R\|^6W(R)$ |
|---|---|
| $\sqrt6\approx2.45$ | 3.80 |
| 3 | 2.86 |
| 6 | $2.5\times10^{-4}$ |
| 10 | $6.8\times10^{-17}$ |

At $\|R\|=\sqrt6$ the apparent coefficient has its maximum, and there $W$ has the same logarithmic slope as $\|R\|^{-6}$. A fit over a narrow window around that distance can look like dispersion.

Here $V$ and $\rho$ serve as their own envelopes, with $\alpha=\beta=1$, $M_V=1$ and $M_\rho=\pi^{-3/2}$. The integral bound then has $q=1/4$ and reads $|W(R)|\le8e^{-\|R\|^2/4}$. At $\|R\|=6$ it gives $9.9\times10^{-4}$, while $|W|=5.4\times10^{-9}$. It establishes the decay but is too loose for choosing an efficient cutoff.

## The Lean source

```lean
import Mathlib

open MeasureTheory Filter Topology Asymptotics

namespace GaussianPotentialNoDispersion

noncomputable section

/-- Three-dimensional physical space. -/
abbrev Space := EuclideanSpace ℝ (Fin 3)

/-- A finite expansion in Gaussians with coefficients `c`, exponents `a`, radial powers `n`
and centres `A`. -/
def gaussianExpansion {ι : Type*} [Fintype ι] (c a : ι → ℝ) (n : ι → ℕ) (A : ι → Space) :
    Space → ℝ :=
  fun x => ∑ i, c i * ‖x - A i‖ ^ n i * Real.exp (-a i * ‖x - A i‖ ^ 2)

/-- The interaction energy of a potential `V` with a density `ρ` displaced rigidly by `R`. -/
def interaction (V ρ : Space → ℝ) (R : Space) : ℝ := ∫ x, V x * ρ (x - R)

/-- The function `f` is bounded in magnitude by a Gaussian centred at the origin. -/
def HasGaussianEnvelope (f : Space → ℝ) : Prop :=
  ∃ C a : ℝ, 0 ≤ C ∧ 0 < a ∧ ∀ x, |f x| ≤ C * Real.exp (-a * ‖x‖ ^ 2)

/-- Every non-negative integer power of a real variable is bounded by a multiple of a growing
Gaussian. -/
theorem pow_le_exp_sq (n : ℕ) {c : ℝ} (hc : 0 < c) :
    ∃ K : ℝ, 0 ≤ K ∧ ∀ y : ℝ, y ^ n ≤ K * Real.exp (c * y ^ 2) := by
  refine ⟨1 + (n.factorial : ℝ) / c ^ n, by positivity, fun y => ?_⟩
  -- one term of the exponential series controls the power
  have h := Real.pow_div_factorial_le_exp (c * y ^ 2) (by positivity) n
  rw [div_le_iff₀ (by positivity)] at h
  have h1 : (y ^ n) ^ 2 ≤ (n.factorial : ℝ) / c ^ n * Real.exp (c * y ^ 2) := by
    rw [div_mul_eq_mul_div, le_div_iff₀ (pow_pos hc n)]
    calc (y ^ n) ^ 2 * c ^ n = (c * y ^ 2) ^ n := by ring
      _ ≤ _ := by linarith
  have h2 : 1 ≤ Real.exp (c * y ^ 2) := Real.one_le_exp (by positivity)
  nlinarith [sq_nonneg (y ^ n - 1), sq_nonneg (y ^ n)]

/-- The squared length of a sum is at most twice the sum of the squared lengths. -/
theorem norm_add_sq_le (x y : Space) : ‖x + y‖ ^ 2 ≤ 2 * ‖x‖ ^ 2 + 2 * ‖y‖ ^ 2 := by
  have h := pow_le_pow_left₀ (norm_nonneg _) (norm_add_le x y) 2
  nlinarith [sq_nonneg (‖x‖ - ‖y‖)]

/-- A single Gaussian term with positive exponent, on any centre and with any non-negative integer
radial power, has a Gaussian envelope centred at the origin. -/
theorem term_envelope {a : ℝ} (ha : 0 < a) (c : ℝ) (n : ℕ) (A : Space) :
    HasGaussianEnvelope (fun x => c * ‖x - A‖ ^ n * Real.exp (-a * ‖x - A‖ ^ 2)) := by
  obtain ⟨K, hK, h⟩ := pow_le_exp_sq n (half_pos ha)
  refine ⟨|c| * K * Real.exp (a / 2 * ‖A‖ ^ 2), a / 4, by positivity, by positivity,
    fun x => ?_⟩
  have h1 := norm_add_sq_le (x - A) A
  rw [sub_add_cancel] at h1
  simp only [abs_mul, abs_pow, abs_norm, Real.abs_exp]
  -- half of the exponent absorbs the power, half of the rest absorbs the shift of centre
  calc |c| * ‖x - A‖ ^ n * Real.exp (-a * ‖x - A‖ ^ 2)
      ≤ |c| * (K * Real.exp (a / 2 * ‖x - A‖ ^ 2)) * Real.exp (-a * ‖x - A‖ ^ 2) :=
        mul_le_mul_of_nonneg_right (mul_le_mul_of_nonneg_left (h _) (abs_nonneg c))
          (Real.exp_pos _).le
    _ = |c| * K * Real.exp (-(a / 2) * ‖x - A‖ ^ 2) := by
        rw [show -(a / 2) * ‖x - A‖ ^ 2 = a / 2 * ‖x - A‖ ^ 2 + -a * ‖x - A‖ ^ 2 by ring,
          Real.exp_add]
        ring
    _ ≤ |c| * K * Real.exp (a / 2 * ‖A‖ ^ 2 + -(a / 4) * ‖x‖ ^ 2) :=
        mul_le_mul_of_nonneg_left
          (Real.exp_le_exp.mpr (by nlinarith [mul_le_mul_of_nonneg_left h1 ha.le]))
          (by positivity)
    _ = _ := by rw [Real.exp_add]; ring

/-- A finite Gaussian expansion with positive exponents has a Gaussian envelope. -/
theorem expansion_envelope {ι : Type*} [Fintype ι] (c : ι → ℝ) {a : ι → ℝ} (n : ι → ℕ)
    (A : ι → Space) (ha : ∀ i, 0 < a i) : HasGaussianEnvelope (gaussianExpansion c a n A) := by
  classical
  have key : ∀ s : Finset ι, HasGaussianEnvelope
      (fun x => ∑ i ∈ s, c i * ‖x - A i‖ ^ n i * Real.exp (-a i * ‖x - A i‖ ^ 2)) := by
    intro s
    induction s using Finset.induction_on with
    | empty => exact ⟨0, 1, le_rfl, one_pos, fun x => by simp⟩
    | insert i s hi ih =>
      obtain ⟨C, p, hC, hp, h1⟩ := term_envelope (ha i) (c i) (n i) (A i)
      obtain ⟨D, q, hD, hq, h2⟩ := ih
      -- the more diffuse of the two envelopes dominates
      refine ⟨C + D, min p q, add_nonneg hC hD, lt_min hp hq, fun x => ?_⟩
      have e1 : Real.exp (-p * ‖x‖ ^ 2) ≤ Real.exp (-min p q * ‖x‖ ^ 2) :=
        Real.exp_le_exp.mpr
          (by nlinarith [mul_le_mul_of_nonneg_right (min_le_left p q) (sq_nonneg ‖x‖)])
      have e2 : Real.exp (-q * ‖x‖ ^ 2) ≤ Real.exp (-min p q * ‖x‖ ^ 2) :=
        Real.exp_le_exp.mpr
          (by nlinarith [mul_le_mul_of_nonneg_right (min_le_right p q) (sq_nonneg ‖x‖)])
      simp only [Finset.sum_insert hi]
      refine (abs_add_le _ _).trans ((add_le_add (h1 x) (h2 x)).trans ?_)
      rw [add_mul]
      exact add_le_add (mul_le_mul_of_nonneg_left e1 hC) (mul_le_mul_of_nonneg_left e2 hD)
  exact key Finset.univ

/-- If a continuous potential and a continuous density have Gaussian envelopes, their
interaction integral converges at every displacement and has a Gaussian envelope itself. -/
theorem interaction_envelope {V ρ : Space → ℝ} (hVc : Continuous V) (hρc : Continuous ρ)
    (hV : HasGaussianEnvelope V) (hρ : HasGaussianEnvelope ρ) :
    (∀ R, Integrable (fun x => V x * ρ (x - R))) ∧
      HasGaussianEnvelope (interaction V ρ) := by
  obtain ⟨C, a, hC, ha, h1⟩ := hV
  obtain ⟨D, b, hD, hb, h2⟩ := hρ
  obtain ⟨q, hq, hqa, hqb⟩ : ∃ q : ℝ, 0 < q ∧ 4 * q ≤ a ∧ 4 * q ≤ b :=
    ⟨min a b / 4, div_pos (lt_min ha hb) (by norm_num),
      by linarith [min_le_left a b], by linarith [min_le_right a b]⟩
  have hint : Integrable (fun x : Space => Real.exp (-q * ‖x‖ ^ 2)) := by
    by_contra h
    have h0 := GaussianFourier.integral_rexp_neg_mul_sq_norm (V := Space) hq
    rw [integral_undef h] at h0
    exact (Real.rpow_pos_of_pos (div_pos Real.pi_pos hq) _).ne h0
  -- for large R no point is close to both 0 and R; the bound splits off a factor decaying in R
  have hpt : ∀ R x, ‖V x * ρ (x - R)‖ ≤
      C * D * Real.exp (-q * ‖R‖ ^ 2) * Real.exp (-q * ‖x‖ ^ 2) := by
    intro R x
    have h := norm_add_sq_le x (-(x - R))
    rw [norm_neg, show x + -(x - R) = R by abel] at h
    rw [Real.norm_eq_abs, abs_mul]
    calc |V x| * |ρ (x - R)|
        ≤ (C * Real.exp (-a * ‖x‖ ^ 2)) * (D * Real.exp (-b * ‖x - R‖ ^ 2)) :=
          mul_le_mul (h1 x) (h2 _) (abs_nonneg _) (by positivity)
      _ = C * D * Real.exp (-a * ‖x‖ ^ 2 + -b * ‖x - R‖ ^ 2) := by
          rw [Real.exp_add]; ring
      _ ≤ C * D * Real.exp (-q * ‖R‖ ^ 2 + -q * ‖x‖ ^ 2) :=
          mul_le_mul_of_nonneg_left (Real.exp_le_exp.mpr (by
            nlinarith [mul_le_mul_of_nonneg_left h hq.le,
              mul_le_mul_of_nonneg_right hqa (sq_nonneg ‖x‖),
              mul_le_mul_of_nonneg_right hqb (sq_nonneg ‖x - R‖),
              mul_nonneg hq.le (sq_nonneg ‖x‖), mul_nonneg hq.le (sq_nonneg ‖x - R‖)]))
            (mul_nonneg hC hD)
      _ = _ := by rw [Real.exp_add]; ring
  refine ⟨fun R => (hint.const_mul _).mono'
    (hVc.mul (hρc.comp (continuous_id.sub continuous_const))).aestronglyMeasurable
    (Eventually.of_forall (hpt R)), ?_⟩
  refine ⟨C * D * ∫ x : Space, Real.exp (-q * ‖x‖ ^ 2), q,
    mul_nonneg (mul_nonneg hC hD) (integral_nonneg fun x => (Real.exp_pos _).le), hq,
    fun R => ?_⟩
  have h := norm_integral_le_of_norm_le (hint.const_mul (C * D * Real.exp (-q * ‖R‖ ^ 2)))
    (Eventually.of_forall (hpt R))
  rw [integral_const_mul, Real.norm_eq_abs] at h
  exact h.trans (le_of_eq (by ring))

/-- A function with a Gaussian envelope vanishes at infinity faster than any inverse power. -/
theorem envelope_tendsto {f : Space → ℝ} (hf : HasGaussianEnvelope f) (k : ℕ) :
    Tendsto (fun R => ‖R‖ ^ k * f R) (cocompact Space) (𝓝 0) := by
  obtain ⟨C, c, hC, hc, hb⟩ := hf
  obtain ⟨K, hK, h⟩ := pow_le_exp_sq (k + 1) hc
  have hn : Tendsto (fun R : Space => ‖R‖) (cocompact Space) atTop :=
    tendsto_norm_cocompact_atTop
  refine squeeze_zero_norm' ?_ (hn.const_div_atTop (C * K))
  filter_upwards [hn.eventually_gt_atTop 0] with R hR
  rw [le_div_iff₀ hR, Real.norm_eq_abs, abs_mul, abs_pow, abs_norm]
  calc ‖R‖ ^ k * |f R| * ‖R‖ = ‖R‖ ^ (k + 1) * |f R| := by ring
    _ ≤ (K * Real.exp (c * ‖R‖ ^ 2)) * (C * Real.exp (-c * ‖R‖ ^ 2)) :=
        mul_le_mul (h _) (hb R) (abs_nonneg _) (by positivity)
    _ = C * K * (Real.exp (c * ‖R‖ ^ 2) * Real.exp (-c * ‖R‖ ^ 2)) := by ring
    _ = C * K := by
        rw [← Real.exp_add, show c * ‖R‖ ^ 2 + -c * ‖R‖ ^ 2 = 0 by ring, Real.exp_zero,
          mul_one]

/-- For finite Gaussian expansions of potential and density with positive exponents, the
interaction times any power of the distance tends to zero, and the interaction is not
asymptotic to `-C / ‖R‖ ^ k` for any nonzero `C`. -/
theorem no_power_law_tail {ι κ : Type*} [Fintype ι] [Fintype κ]
    (c a : ι → ℝ) (n : ι → ℕ) (A : ι → Space) (d b : κ → ℝ) (m : κ → ℕ) (B : κ → Space)
    (ha : ∀ i, 0 < a i) (hb : ∀ j, 0 < b j) (k : ℕ) :
    let W := interaction (gaussianExpansion c a n A) (gaussianExpansion d b m B)
    Tendsto (fun R => ‖R‖ ^ k * W R) (cocompact Space) (𝓝 0) ∧
      ∀ C : ℝ, C ≠ 0 → ¬ IsEquivalent (cocompact Space) W (fun R => -C / ‖R‖ ^ k) := by
  intro W
  have hV : Continuous (gaussianExpansion c a n A) := by
    unfold gaussianExpansion; fun_prop
  have hρ : Continuous (gaussianExpansion d b m B) := by
    unfold gaussianExpansion; fun_prop
  have h0 : Tendsto (fun R => ‖R‖ ^ k * W R) (cocompact Space) (𝓝 0) :=
    envelope_tendsto (interaction_envelope hV hρ (expansion_envelope c n A ha)
      (expansion_envelope d m B hb)).2 k
  refine ⟨h0, fun C hC h => hC ?_⟩
  -- a power-law tail would force the limit -C instead of 0
  have h1 := (IsEquivalent.refl (u := fun R : Space => ‖R‖ ^ k) (l := cocompact Space)).mul h
  have hn : Tendsto (fun R : Space => ‖R‖) (cocompact Space) atTop :=
    tendsto_norm_cocompact_atTop
  have h2 : Tendsto (fun R : Space => ‖R‖ ^ k * (-C / ‖R‖ ^ k)) (cocompact Space)
      (𝓝 (-C)) := by
    refine tendsto_const_nhds.congr' ?_
    filter_upwards [hn.eventually_gt_atTop 0] with R hR
    exact (mul_div_cancel₀ (-C) (pow_pos hR k).ne').symm.trans (by field_simp)
  have h3 : Tendsto (fun R => ‖R‖ ^ k * W R) (cocompact Space) (𝓝 (-C)) :=
    h1.symm.tendsto_nhds h2
  exact neg_eq_zero.mp (tendsto_nhds_unique h3 h0)

/-- The interaction of finite Gaussian expansions with positive exponents is not asymptotic
to a London dispersion energy `-C₆ / ‖R‖ ^ 6` with nonzero `C₆`. -/
theorem no_london_dispersion {ι κ : Type*} [Fintype ι] [Fintype κ]
    (c a : ι → ℝ) (n : ι → ℕ) (A : ι → Space) (d b : κ → ℝ) (m : κ → ℕ) (B : κ → Space)
    (ha : ∀ i, 0 < a i) (hb : ∀ j, 0 < b j) {C₆ : ℝ} (hC : C₆ ≠ 0) :
    ¬ IsEquivalent (cocompact Space)
      (interaction (gaussianExpansion c a n A) (gaussianExpansion d b m B))
      (fun R => -C₆ / ‖R‖ ^ 6) :=
  (no_power_law_tail c a n A d b m B ha hb 6).2 C₆ hC

end

end GaussianPotentialNoDispersion
```

```lean
#print axioms GaussianPotentialNoDispersion.interaction_envelope
#print axioms GaussianPotentialNoDispersion.no_london_dispersion
```

```
'GaussianPotentialNoDispersion.interaction_envelope' depends on axioms: [propext, Classical.choice, Quot.sound]
'GaussianPotentialNoDispersion.no_london_dispersion' depends on axioms: [propext, Classical.choice, Quot.sound]
```

## Reading the theorems and their proofs

`Space` is three-dimensional Euclidean space, and `gaussianExpansion` is the finite sum used for both $V$ and $\rho$. The index types `ι` and `κ` label the terms of the potential and the density. `interaction` is $W$, with the density displaced by $+R$. The limit along `cocompact Space` means $\|R\|\to\infty$ in any direction, and `IsEquivalent` means that the difference of two functions is negligible relative to the second. Letters are reused: `c` is a coefficient in an expansion, the growth rate of the bounding exponential in `pow_le_exp_sq` and a decay rate in `envelope_tendsto`, and `C` is an envelope prefactor in some lemmas and the tail coefficient in `no_power_law_tail`.

`pow_le_exp_sq` is the power bound, where `nlinarith` combines the series estimate with squares that are non-negative. `norm_add_sq_le` supplies the inequality for squared lengths, and `term_envelope` uses both to treat one term. `expansion_envelope` adds terms by induction over a finite set, starting from the empty sum.

`interaction_envelope` proves the pointwise bound `hpt`, then uses it twice: to show that the integrand is integrable at every $R$, and to bound the integral. `envelope_tendsto` squeezes $\|R\|^k|W(R)|$ below a constant divided by $\|R\|$. In `no_power_law_tail`, the assumed equivalence is multiplied by $\|R\|^k$, and `tendsto_nhds_unique` compares the limits $-C$ and $0$. `no_london_dispersion` sets $k=6$.

## Integrability read off from a nonzero integral

The bound on $W$ needs $e^{-q\|x\|^2}$ to be integrable over `Space`. Mathlib's `GaussianFourier.integral_rexp_neg_mul_sq_norm` gives the value of its integral, which is $(\pi/q)^{3/2}$ in three dimensions. Mathlib also assigns the value zero to the integral of any non-integrable function, a convention expressed by `integral_undef`. The proof of `hint` supposes that the Gaussian is not integrable, so its integral is zero, and this contradicts the positive closed formula. A known nonzero value thus yields integrability without a separate estimate in spherical coordinates.

## Frozen densities and local potentials

The theorems guarantee the decay for every finite expansion of the stated form, whatever the signs of the coefficients; the density need not be normalised or non-negative. They give the existence of an envelope, while the explicit constants above come from the derivation.

The step from this model to a self-consistent calculation is the response of the density: there it changes with separation, whereas here it is translated rigidly. The result therefore concerns the direct energy of a frozen density in a local potential, and says nothing about the dispersion energy that electron correlation produces.

The potential has no angular-momentum projectors. Each of its terms carries a decaying Gaussian factor, so a Coulomb term $-Z/r$, with nuclear charge $Z$ and distance $r$ from the nucleus, is excluded. The radial powers are non-negative integers, which also leaves out the terms $r^{-1}e^{-ar^2}$ and $r^{-2}e^{-ar^2}$ that occur in some effective core potentials. Densities built from p or higher functions can carry angular factors that `gaussianExpansion` lacks. For those that do, `interaction_envelope` is the relevant statement: it accepts any continuous potential and density once Gaussian envelopes for them have been supplied.
